# Averaging atomic charge tensors over a finite symmetry group makes them obey the symmetry relations

Each atom `k` carries a charge tensor `Z k`, a real square matrix, and a finite group `G` permutes the atoms and acts on the tensors through real matrices `R g`, which need not be orthogonal. The theorem says that if any family of tensors is replaced by its average over the group, the new family satisfies `Z (g • k) = R g * Z k * (R g)ᵀ` for every `g` and `k`. The proof takes a fixed operation `h`, brings its matrices inside the group sum, and relabels the sum by g ↦ h g. The terms then match because `(h * g)⁻¹ • h • k = g⁻¹ • k`, which is proved as a separate step `e`.

An attempt in Lean 4 with a fault in it:

```lean
import Mathlib

open Matrix

namespace SymmetriseMem

noncomputable section

variable {G κ n : Type*} [Group G] [MulAction G κ] [Fintype n] [DecidableEq n]

/-- The family of charge tensors `Z` carried along by the symmetry operation `g`: atom `k`
receives the rotated tensor of the atom that `g` moves to `k`. -/
def transform (R : G →* Matrix n n ℝ) (g : G) (Z : κ → Matrix n n ℝ) : κ → Matrix n n ℝ :=
  fun k => R g * Z (g⁻¹ • k) * (R g)ᵀ

/-- The space of symmetry-adapted families, those with `Z (g k) = R g * Z k * (R g)ᵀ`. -/
def covariant (R : G →* Matrix n n ℝ) : Submodule ℝ (κ → Matrix n n ℝ) where
  carrier := {Z | ∀ (g : G) (k : κ), Z (g • k) = R g * Z k * (R g)ᵀ}
  zero_mem' := by
    intro g k
    simp
  add_mem' := by
    intro A B hA hB g k
    change A (g • k) + B (g • k) = R g * (A k + B k) * (R g)ᵀ
    rw [hA g k, hB g k, Matrix.mul_add, Matrix.add_mul]
  smul_mem' := by
    intro c A hA g k
    change c • A (g • k) = R g * (c • A k) * (R g)ᵀ
    rw [hA g k, Matrix.mul_smul, Matrix.smul_mul]

variable [Fintype G]

/-- Symmetrisation of computed charges: the average of the transformed families over the
group, as a linear map. -/
def symmetrise (R : G →* Matrix n n ℝ) : (κ → Matrix n n ℝ) →ₗ[ℝ] (κ → Matrix n n ℝ) where
  toFun Z := fun k => (Fintype.card G : ℝ)⁻¹ • ∑ g : G, transform R g Z k
  map_add' A B := by
    funext k
    simp only [transform, Pi.add_apply, Matrix.mul_add, Matrix.add_mul,
      Finset.sum_add_distrib, smul_add]
  map_smul' c A := by
    funext k
    simp only [transform, Pi.smul_apply, Matrix.mul_smul, Matrix.smul_mul,
      ← Finset.smul_sum, RingHom.id_apply]
    exact smul_comm _ _ _

/-- Symmetrised charges fulfil the symmetry relations. -/
theorem symmetrise_mem (R : G →* Matrix n n ℝ) (Z : κ → Matrix n n ℝ) :
    symmetrise R Z ∈ covariant R := by
  intro h k
  change (Fintype.card G : ℝ)⁻¹ • ∑ g : G, R g * Z (g⁻¹ • h • k) * (R g)ᵀ
    = R h * ((Fintype.card G : ℝ)⁻¹ • ∑ g : G, R g * Z (g⁻¹ • k) * (R g)ᵀ) * (R h)ᵀ
  rw [Matrix.mul_smul, Matrix.smul_mul, Matrix.mul_sum, Matrix.sum_mul]
  congr 1
  -- relabel the group sum by g ↦ h g
  refine (Equiv.sum_comp (Equiv.mulLeft h) _).symm.trans (Finset.sum_congr rfl fun g _ => ?_)
  have e : (h * g)⁻¹ • h • k = g⁻¹ • k := by
    rw [smul_smul, mul_inv_rev, inv_mul_cancel_right]
  simp only [Equiv.coe_mulLeft, e, map_mul, Matrix.transpose_mul, Matrix.mul_assoc]

end

end SymmetriseMem
```

Lean reports:

```
Main.lean:58:19: error: Ambiguous term
  mul_inv_rev
Possible interpretations:
  _root_.mul_inv_rev : ∀ (a b : ?m.239), (a * b)⁻¹ = b⁻¹ * a⁻¹
  
  Matrix.mul_inv_rev : ∀ (A B : Matrix ?m.239 ?m.239 ?m.240), (A * B)⁻¹ = B⁻¹ * A⁻¹
```

The error is in the proof of `e`, and it concerns a name, not the mathematics. Because the file has `open Matrix`, the short name `mul_inv_rev` can mean either the general lemma `_root_.mul_inv_rev`, which applies to groups, or `Matrix.mul_inv_rev`, which is about inverses of matrices. `rw` has to make sense of the name before it looks for the pattern in the goal. At that point both readings are possible, so Lean reports an ambiguous term, even though `h` and `g` are group elements and only the general lemma fits.

Writing `_root_.mul_inv_rev` settles the choice. The rewrite then turns `(h * g)⁻¹` into `g⁻¹ * h⁻¹`, and `inv_mul_cancel_right` cancels `h⁻¹ * h`.

The diff adds the same prefix to `inv_mul_cancel_right`. No message complains about that name, so this change is a precaution as far as the output shows.

This version goes through:

```diff
@@ -56,5 +56,5 @@
   refine (Equiv.sum_comp (Equiv.mulLeft h) _).symm.trans (Finset.sum_congr rfl fun g _ => ?_)
   have e : (h * g)⁻¹ • h • k = g⁻¹ • k := by
-    rw [smul_smul, mul_inv_rev, inv_mul_cancel_right]
+    rw [smul_smul, _root_.mul_inv_rev, _root_.inv_mul_cancel_right]
   simp only [Equiv.coe_mulLeft, e, map_mul, Matrix.transpose_mul, Matrix.mul_assoc]
 
```
